# Among polymorphs of one composition, the phases on the hull are exactly those of lowest energy

Finitely many phases are given, each with a composition in a real vector space and a real energy, and a mixture's energy is the weighted average of the energies of its phases, with no interaction term. A phase lies on the hull when no mixture of the same overall composition has a lower energy. The lemma `onHull_polymorphs_iff` says that if all phases share one composition `c`, then phase `k` lies on the hull if and only if `g k ≤ g i` for every `i`, so several phases may tie. For the forward direction the proof compares `k` with the mixture that consists purely of phase `i`; for the converse it averages the inequalities `g k ≤ g i` with the weights of an arbitrary mixture.

An attempt in Lean 4 with a fault in it:

```lean
import Mathlib

open Set

namespace FiniteTemperatureHull

noncomputable section

variable {ι V : Type*} [Fintype ι] [AddCommGroup V] [Module ℝ V]

/-- Phase `k` lies on the hull: no mixture of phases with the composition of `k` has a lower
energy than `k`. -/
def OnHull (x : ι → V) (g : ι → ℝ) (k : ι) : Prop :=
  ∀ w : ι → ℝ, (∀ i, 0 ≤ w i) → ∑ i, w i = 1 → ∑ i, w i • x i = x k →
    g k ≤ ∑ i, w i * g i

/-- Among polymorphs, which all share one composition `c`, a phase lies on the hull exactly
when no other has a lower energy. -/
theorem onHull_polymorphs_iff (c : V) (g : ι → ℝ) (k : ι) :
    OnHull (fun _ => c) g k ↔ ∀ i, g k ≤ g i := by
  classical
  constructor
  · intro h i
    -- compare with the pure phase `i`
    have h' := h (fun j => if j = i then 1 else 0)
      (by intro j; dsimp only; split_ifs <;> norm_num) (by simp)
      (by rw [← Finset.sum_smul]; simp)
    simpa using h'
  · intro h w h0 h1 _
    calc g k = ∑ i, w i * g k := by rw [← Finset.sum_mul, h1, one_mul]
      _ ≤ ∑ i, w i * g i :=
        Finset.sum_le_sum fun i _ => mul_le_mul_of_nonneg_left (h i) (h0 i)

end

end FiniteTemperatureHull
```

The compiler's answer:

```
Main.lean:26:19: error: `dsimp` made no progress
```

What went wrong. The error comes from the proof that the weights of the pure phase `i` are non-negative. These weights are the function `fun j => if j = i then 1 else 0`, and the step `dsimp only` was there to evaluate that function at `j`, so that the `if` would stand in the open for `split_ifs`.

Lean had already done this evaluation when it put the function into the hypothesis `h`. After `intro j` the goal is therefore already `0 ≤ if j = i then 1 else 0`, which `dsimp only` cannot simplify further. `dsimp` treats having nothing to do as an error, hence "`dsimp` made no progress".

The repair deletes `dsimp only`. `split_ifs` then works directly on the goal and splits it into the cases `0 ≤ 1` and `0 ≤ 0`, both of which `norm_num` proves.

The mended proof, as a diff:

```diff
@@ -24,5 +24,5 @@
     -- compare with the pure phase `i`
     have h' := h (fun j => if j = i then 1 else 0)
-      (by intro j; dsimp only; split_ifs <;> norm_num) (by simp)
+      (by intro j; split_ifs <;> norm_num) (by simp)
       (by rw [← Finset.sum_smul]; simp)
     simpa using h'
```
